# Where it exists, the Green function between two single-site contacts has zeros that do not depend on the contact self-energies

A molecule or a quantum dot sits between two leads, and its transmission drops to zero at some energy because different paths through it interfere destructively. If the leads are now attached more strongly, the resonances shift and broaden. Does the zero, the antiresonance, move as well?

## The device and its contacts

The device has n + 1 sites, numbered from 0 to n (`Fin (n + 1)` in Lean), and its Hamiltonian H is a complex matrix in an orthonormal site basis. H is required to be Hermitian only where this is said.

```lean
import Mathlib

open Matrix

namespace AntiresonancePosition

noncomputable section

variable {n : ℕ}
```

A contact touches one site a and adds a complex number σ to the diagonal entry there. The real part of σ shifts the site energy, and the imaginary part describes leakage into the lead. `Pi.single a σ` is the list of diagonal entries, zero except at a.

```lean
/-- The self-energy of a contact that touches the single site `a` with complex strength `σ`. -/
def contactSelfEnergy (a : Fin (n + 1)) (σ : ℂ) : Matrix (Fin (n + 1)) (Fin (n + 1)) ℂ :=
  Matrix.diagonal (Pi.single a σ)
```

With contacts of strengths σa and σb at the sites a and b, Σ is the sum of the two self-energies. Write

K = E I − H − Σ

```lean
/-- The matrix `E I - H - Σ` of a device with contacts at the sites `a` and `b`. -/
def openMatrix (H : Matrix (Fin (n + 1)) (Fin (n + 1)) ℂ) (E : ℂ) (a b : Fin (n + 1))
    (σa σb : ℂ) : Matrix (Fin (n + 1)) (Fin (n + 1)) ℂ :=
  E • 1 - H - (contactSelfEnergy a σa + contactSelfEnergy b σb)
```

and let G be its inverse, the Green function.

```lean
/-- The Green function `(E I - H - Σ)⁻¹` of the contacted device, meaningful where
`E I - H - Σ` is invertible. -/
def green (H : Matrix (Fin (n + 1)) (Fin (n + 1)) ℂ) (E : ℂ) (a b : Fin (n + 1))
    (σa σb : ℂ) : Matrix (Fin (n + 1)) (Fin (n + 1)) ℂ :=
  (openMatrix H E a b σa σb)⁻¹
```

For any matrix X, let X[b|a] be X with row b and column a deleted. The device without contacts has the minor

M_ab = det (E I − H)[b|a].

In Lean, `b.succAbove` lists the sites in order and skips b, so that `submatrix` carries out the deletion.

```lean
/-- The determinant of `E I - H`, without contacts, after row `b` and column `a` are deleted. -/
def closedMinor (H : Matrix (Fin (n + 1)) (Fin (n + 1)) ℂ) (E : ℂ) (a b : Fin (n + 1)) : ℂ :=
  ((E • 1 - H).submatrix b.succAbove a.succAbove).det
```

The broadening of a contact is Γ = i(Σ − Σ†), formed with the self-energy of that contact alone.

```lean
/-- The broadening matrix `Γ = i (Σ - Σ†)` of a contact at site `a`. -/
def broadening (a : Fin (n + 1)) (σ : ℂ) : Matrix (Fin (n + 1)) (Fin (n + 1)) ℂ :=
  Complex.I • (contactSelfEnergy a σ - (contactSelfEnergy a σ)ᴴ)
```

The transmission is T = Tr(Γa G Γb G†), the coherent expression for non-interacting electrons.

```lean
/-- The transmission `Tr (Γa G Γb G†)` between the contacts at `a` and `b`, meaningful where
`E I - H - Σ` is invertible. -/
def transmission (H : Matrix (Fin (n + 1)) (Fin (n + 1)) ℂ) (E : ℂ) (a b : Fin (n + 1))
    (σa σb : ℂ) : ℂ :=
  Matrix.trace (broadening a σa * green H E a b σa σb * broadening b σb *
    (green H E a b σa σb)ᴴ)
```

Statements about zeros of G assume that det K is nonzero, written `IsUnit` of the determinant. For Hermitian H, real E and Im σa, Im σb < 0, this fails only if the device has a state at energy E with no amplitude on either contact site. The model leaves out contacts that touch several sites, non-orthogonal bases and inelastic scattering.

## (a) Deleting the contacts

**Task.** Show that the deletion makes the open and the closed device identical:

K[b|a] = (E I − H)[b|a].

**Solution.** K differs from E I − H only in the entries (a, a) and (b, b). The first lies in column a and the second in row b, so both are deleted. If a = b, the two are the same entry, and it is deleted too.

In the code, `ha` and `hb` treat the two self-energies separately. Each uses `Fin.succAbove_ne`, which says that the skipped index never occurs.

```lean
/-- Deleting row `b` and column `a` removes both contact self-energies from `E I - H - Σ`. -/
theorem submatrix_openMatrix (H : Matrix (Fin (n + 1)) (Fin (n + 1)) ℂ) (E : ℂ)
    (a b : Fin (n + 1)) (σa σb : ℂ) :
    (openMatrix H E a b σa σb).submatrix b.succAbove a.succAbove =
      (E • 1 - H).submatrix b.succAbove a.succAbove := by
  ext i j
  -- the entry (a, a) lies in the deleted column
  have ha : contactSelfEnergy a σa (b.succAbove i) (a.succAbove j) = 0 := by
    unfold contactSelfEnergy
    rw [Matrix.diagonal_apply]
    split_ifs with h
    · rw [h]
      exact Pi.single_eq_of_ne (Fin.succAbove_ne a j) _
    · rfl
  -- the entry (b, b) lies in the deleted row
  have hb : contactSelfEnergy b σb (b.succAbove i) (a.succAbove j) = 0 := by
    unfold contactSelfEnergy
    rw [Matrix.diagonal_apply]
    split_ifs with h
    · exact Pi.single_eq_of_ne (Fin.succAbove_ne b i) _
    · rfl
  simp only [Matrix.submatrix_apply, openMatrix, Matrix.sub_apply, Matrix.add_apply, ha, hb,
    add_zero, sub_zero]
```

## (b) The Green function as a cofactor

**Task.** For invertible K, show that

det K · G_ab = (−1)^(b+a) M_ab.

**Solution.** The adjugate satisfies adj(K) K = det K · I. Multiplying by G from the right gives

adj(K) = det K · G.

The (a, b) entry of the adjugate is the cofactor of the (b, a) entry of K:

adj(K)_ab = (−1)^(b+a) det K[b|a].

By (a), the last determinant is M_ab. For a single site it is the determinant of an empty matrix, which is 1.

The matrix identity is `hadj`. The step with `congrFun` takes its (a, b) entry, and the rewriting inserts the cofactor formula and part (a).

```lean
/-- If `E I - H - Σ` is invertible, its determinant times `G_ab` is, up to the cofactor sign,
the minor of the device without contacts. -/
theorem det_mul_green {H : Matrix (Fin (n + 1)) (Fin (n + 1)) ℂ} {E : ℂ}
    {a b : Fin (n + 1)} {σa σb : ℂ} (h : IsUnit (openMatrix H E a b σa σb).det) :
    (openMatrix H E a b σa σb).det * green H E a b σa σb a b =
      (-1) ^ (b + a : ℕ) * closedMinor H E a b := by
  have hadj : (openMatrix H E a b σa σb).det • (openMatrix H E a b σa σb)⁻¹ =
      (openMatrix H E a b σa σb).adjugate := by
    calc (openMatrix H E a b σa σb).det • (openMatrix H E a b σa σb)⁻¹
        = ((openMatrix H E a b σa σb).adjugate * openMatrix H E a b σa σb) *
            (openMatrix H E a b σa σb)⁻¹ := by
          rw [Matrix.adjugate_mul, Matrix.smul_mul, Matrix.one_mul]
      _ = (openMatrix H E a b σa σb).adjugate := by
          rw [Matrix.mul_assoc, Matrix.mul_nonsing_inv _ h, Matrix.mul_one]
  have hab := congrFun (congrFun hadj a) b
  rw [Matrix.smul_apply, smul_eq_mul, Matrix.adjugate_fin_succ_eq_det_submatrix,
    submatrix_openMatrix] at hab
  exact hab
```

## (c) The condition for a zero

**Task.** For invertible K, show that

G_ab = 0 ⇔ M_ab = 0.

**Solution.** In (b), the factors det K and (−1)^(b+a) are both nonzero. If one of G_ab and M_ab vanishes, so must the other.

The two directions of the code cancel these two factors in turn. M_ab contains neither σa nor σb. Since the statement concerns one energy at a time, the self-energies may depend on E. In a non-interacting tight-binding simulation with single-site contacts, the candidates for antiresonances can therefore be found from H and the positions of the two contacts, without the self-energies.

```lean
/-- If `E I - H - Σ` is invertible, `G_ab` vanishes exactly when the determinant of `E I - H`
with row `b` and column `a` deleted vanishes. -/
theorem green_eq_zero_iff {H : Matrix (Fin (n + 1)) (Fin (n + 1)) ℂ} {E : ℂ}
    {a b : Fin (n + 1)} {σa σb : ℂ} (h : IsUnit (openMatrix H E a b σa σb).det) :
    green H E a b σa σb a b = 0 ↔ closedMinor H E a b = 0 := by
  have key := det_mul_green h
  constructor
  · intro hG
    rw [hG, mul_zero] at key
    exact (mul_eq_zero.mp key.symm).resolve_left (pow_ne_zero _ (by norm_num))
  · intro hM
    rw [hM, mul_zero] at key
    exact (mul_eq_zero.mp key).resolve_left h.ne_zero
```

## (d) The broadening of one contact

**Task.** Show that Γ for a contact at site a has only one entry that can be nonzero:

Γ_aa = −2 Im σ.

**Solution.** Both Σ and Σ† are zero away from (a, a), where they hold σ and its conjugate. Hence

Γ_aa = i(σ − conj(σ)) = i · 2i Im σ = −2 Im σ.

For a retarded self-energy Im σ ≤ 0, so the broadening is not negative; the statement itself holds for either sign. The code proves the scalar identity as `key` by comparing real and imaginary parts, then goes through the matrix entries by cases.

```lean
/-- The broadening matrix of a one-site contact has the single entry `-2 Im σ`, at that site. -/
theorem broadening_eq (a : Fin (n + 1)) (σ : ℂ) :
    broadening a σ = Matrix.diagonal (Pi.single a ((-2 * σ.im : ℝ) : ℂ)) := by
  have key : Complex.I * (σ - star σ) = ((-2 * σ.im : ℝ) : ℂ) := by
    apply Complex.ext <;> simp
    ring
  ext i j
  rcases eq_or_ne i j with rfl | hij
  · by_cases h : i = a
    · subst h
      simp only [broadening, contactSelfEnergy, Matrix.smul_apply, Matrix.sub_apply,
        Matrix.conjTranspose_apply, Matrix.diagonal_apply_eq, Pi.single_eq_same, smul_eq_mul]
      exact key
    · simp [broadening, contactSelfEnergy, h]
  · simp [broadening, contactSelfEnergy, hij]
```

## (e) The transmission trace

**Task.** Show that

T = 4 Im σa Im σb |G_ab|².

**Solution.** Because both broadening matrices are diagonal, the trace is a double sum:

T = ∑_i ∑_j (Γa)_ii G_ij (Γb)_jj conj(G_ij).

By (d), only i = a and j = b contribute, which leaves

T = (−2 Im σa)(−2 Im σb) G_ab conj(G_ab),

and this is the target.

`Finset.sum_eq_single` is applied once for each sum, and `hn` turns G_ab conj(G_ab) into the squared modulus. The calculation works for any matrix in the place of G, so the theorem has no invertibility hypothesis.

```lean
/-- For one-site contacts the transmission trace equals `4 Im σa Im σb |G_ab|²`. -/
theorem transmission_eq (H : Matrix (Fin (n + 1)) (Fin (n + 1)) ℂ) (E : ℂ)
    (a b : Fin (n + 1)) (σa σb : ℂ) :
    transmission H E a b σa σb =
      ((4 * σa.im * σb.im * ‖green H E a b σa σb a b‖ ^ 2 : ℝ) : ℂ) := by
  unfold transmission
  rw [broadening_eq, broadening_eq]
  generalize green H E a b σa σb = G
  simp only [Matrix.trace, Matrix.diag_apply]
  -- only the term with i = a and j = b survives in the double sum
  rw [Finset.sum_eq_single a]
  · rw [Matrix.mul_apply, Finset.sum_eq_single b]
    · simp only [Matrix.mul_diagonal, Matrix.diagonal_mul, Matrix.conjTranspose_apply,
        Pi.single_eq_same]
      have hn : G a b * star (G a b) = ((‖G a b‖ ^ 2 : ℝ) : ℂ) := by
        rw [Complex.star_def, Complex.mul_conj, Complex.normSq_eq_norm_sq]
      push_cast at hn ⊢
      linear_combination (4 * (σa.im : ℂ) * (σb.im : ℂ)) * hn
    · intro j _ hj
      rw [Matrix.mul_diagonal, Pi.single_eq_of_ne hj, mul_zero, zero_mul]
    · exact fun h => absurd (Finset.mem_univ _) h
  · intro i _ hi
    rw [Matrix.mul_apply]
    refine Finset.sum_eq_zero fun j _ => ?_
    rw [Matrix.mul_diagonal, Matrix.diagonal_mul, Pi.single_eq_of_ne hi, zero_mul, zero_mul,
      zero_mul]
  · exact fun h => absurd (Finset.mem_univ _) h
```

## (f) Changing the contact strengths

**Task.** Keep H, E and the contact sites, and replace σa, σb by τa, τb. Let all four numbers have nonzero imaginary parts, and let K be invertible for both pairs. Show that

T(σa, σb) = 0 ⇔ T(τa, τb) = 0.

**Solution.** By (e), with nonzero imaginary parts, each transmission vanishes exactly when its own G_ab does. By (c), each G_ab vanishes exactly when M_ab does, and M_ab is the same for both pairs.

The imaginary parts matter because a contact with real σ has no broadening: it carries no current, and T is then zero whatever G_ab is. In the code, `h1` and `h2` are the two reductions from T to G_ab, and the last line applies (c) twice.

```lean
/-- For two pairs of contact self-energies with nonzero imaginary parts, at the same sites, the
transmission at energy `E` vanishes for one pair exactly when it vanishes for the other, if
`E I - H - Σ` is invertible for both pairs. -/
theorem transmission_zero_independent {H : Matrix (Fin (n + 1)) (Fin (n + 1)) ℂ} {E : ℂ}
    {a b : Fin (n + 1)} {σa σb τa τb : ℂ}
    (hσ : IsUnit (openMatrix H E a b σa σb).det) (hτ : IsUnit (openMatrix H E a b τa τb).det)
    (hσa : σa.im ≠ 0) (hσb : σb.im ≠ 0) (hτa : τa.im ≠ 0) (hτb : τb.im ≠ 0) :
    transmission H E a b σa σb = 0 ↔ transmission H E a b τa τb = 0 := by
  have h1 : transmission H E a b σa σb = 0 ↔ green H E a b σa σb a b = 0 := by
    rw [transmission_eq, Complex.ofReal_eq_zero]
    simp [hσa, hσb]
  have h2 : transmission H E a b τa τb = 0 ↔ green H E a b τa τb a b = 0 := by
    rw [transmission_eq, Complex.ofReal_eq_zero]
    simp [hτa, hτb]
  rw [h1, h2, green_eq_zero_iff hσ, green_eq_zero_iff hτ]
```

## (g) Exchanging the two contact sites

**Task.** For Hermitian H and real E, show that

M_ba = conj(M_ab).

**Solution.** Let A = E I − H, so that A† = A. Taking the adjoint exchanges rows and columns, so

(A[b|a])† = A†[a|b] = A[a|b].

The determinant of an adjoint is the conjugate of the determinant, which gives the target.

The code states A† = A as `hM`, and the real energy enters through the type `E : ℝ`. Together with (c), this means that G_ab and G_ba of the same contacted device vanish at the same real energies, even when a magnetic field makes the hoppings complex.

```lean
/-- For a Hermitian `H` and a real energy, exchanging the two contact sites turns the minor
into its complex conjugate. -/
theorem closedMinor_swap {H : Matrix (Fin (n + 1)) (Fin (n + 1)) ℂ} (hH : H.IsHermitian)
    (E : ℝ) (a b : Fin (n + 1)) :
    closedMinor H E b a = star (closedMinor H E a b) := by
  have hM : ((E : ℂ) • (1 : Matrix (Fin (n + 1)) (Fin (n + 1)) ℂ) - H)ᴴ = (E : ℂ) • 1 - H := by
    rw [Matrix.conjTranspose_sub, Matrix.conjTranspose_smul, Matrix.conjTranspose_one, hH.eq]
    simp
  unfold closedMinor
  rw [← Matrix.det_conjTranspose, Matrix.conjTranspose_submatrix, hM]
```

## (h) A side site

Sites 0 and 1 have energies e₀ and e₁ and are coupled by t. Site 2 has energy ε and is coupled by s to site 0 only. All these parameters are real.

```lean
/-- Two sites with energies `e₀`, `e₁` and coupling `t`, and a side site of energy `ε`
coupled by `s` to the first of them. -/
def sideSite (e₀ e₁ ε t s : ℝ) : Matrix (Fin 3) (Fin 3) ℂ :=
  !![(e₀ : ℂ), (t : ℂ), (s : ℂ); (t : ℂ), (e₁ : ℂ), 0; (s : ℂ), 0, (ε : ℂ)]
```

**Task.** Put the contacts at sites 0 and 1. For t ≠ 0, real E and invertible K, show that

G_01 = 0 ⇔ E = ε.

**Solution.** Deleting row 1 and column 0 of E I − H leaves rows 0 and 2 and columns 1 and 2:

first row: −t, −s

second row: 0, E − ε

The determinant is

M_01 = −t(E − ε) = t(ε − E).

Since t ≠ 0, it vanishes only at E = ε, and (c) carries this over to G_01.

The zero does occur when s ≠ 0 and Im σb ≠ 0, because at E = ε

det K = −s²(ε − e₁ − σb) ≠ 0.

For s = 0 the side site is detached and K is singular at E = ε, so the hypothesis excludes that energy. In the code, `r0` to `c1` identify the remaining rows and columns, `hm` is the value of the minor, and the final rewriting applies (c).

```lean
/-- With contacts at the two coupled sites, `t ≠ 0` and `E I - H - Σ` invertible, `G_01`
vanishes exactly when `E` equals the energy of the side site. -/
theorem sideSite_antiresonance {e₀ e₁ ε t s E : ℝ} {σa σb : ℂ} (ht : t ≠ 0)
    (h : IsUnit (openMatrix (sideSite e₀ e₁ ε t s) E 0 1 σa σb).det) :
    green (sideSite e₀ e₁ ε t s) E 0 1 σa σb 0 1 = 0 ↔ E = ε := by
  have hm : closedMinor (sideSite e₀ e₁ ε t s) E 0 1 = ((t * (ε - E) : ℝ) : ℂ) := by
    have r0 : (1 : Fin 3).succAbove (0 : Fin 2) = 0 := by decide
    have r1 : (1 : Fin 3).succAbove (1 : Fin 2) = 2 := by decide
    have c0 : (0 : Fin 3).succAbove (0 : Fin 2) = 1 := by decide
    have c1 : (0 : Fin 3).succAbove (1 : Fin 2) = 2 := by decide
    unfold closedMinor
    rw [Matrix.det_fin_two]
    simp only [Matrix.submatrix_apply, r0, r1, c0, c1]
    simp [sideSite]
    ring
  rw [green_eq_zero_iff h, hm, Complex.ofReal_eq_zero, mul_eq_zero, or_iff_right ht,
    sub_eq_zero]
  exact eq_comm

end

end AntiresonancePosition
```

```lean
#print axioms AntiresonancePosition.transmission_zero_independent
#print axioms AntiresonancePosition.closedMinor_swap
#print axioms AntiresonancePosition.sideSite_antiresonance
```

```
'AntiresonancePosition.transmission_zero_independent' depends on axioms: [propext, Classical.choice, Quot.sound]
'AntiresonancePosition.closedMinor_swap' depends on axioms: [propext, Classical.choice, Quot.sound]
'AntiresonancePosition.sideSite_antiresonance' depends on axioms: [propext, Classical.choice, Quot.sound]
```
